# Levels at \(E\) and \(-E\) pair in an open nearest-neighbour chain with mirror-odd site energies and mirror-even hoppings

In a Hückel chain of identical atoms, with the common site energy as zero, flipping the sign of the orbital coefficients on every second site turns the Hamiltonian into its negative, so the levels come in pairs of opposite energy. With unequal atoms this argument fails, because the flip reverses the hoppings and leaves the diagonal alone. The pairing can then be lost: the trimer in part (j) has a level at \(1\) and none at \(-1\). It survives when reflection of the chain reverses the site energies and preserves the hoppings. The pairing theorem for alternant molecules concerns bipartite graphs with equal site energies and is often taken on to atomic charges. The results below allow a nonzero diagonal, assume a mirror (a sufficient condition for pairing, not a necessary one), and speak of eigenspace dimensions and zero-energy vectors only.

## The chain, its mirror and the pairing map

The \(N\) sites are \(j=0,\dots,N-1\) (`Fin N`), with one orthonormal orbital each and no interaction between electrons. The mirror image of \(j\) is \(\bar j=N-1-j\) (`Fin.rev`), and \(s_j=(-1)^j\) is `sgn j`.

```lean
import Mathlib

open Matrix Module

namespace MirrorOddChain

variable {N : ℕ}

/-- The alternating sign `(-1)^j` of site `j`. -/
def sgn (j : Fin N) : ℝ := (-1) ^ (j : ℕ)
```

The real matrix \(H\) has \(H_{jj}=e_j\), \(H_{j,j+1}=H_{j+1,j}=t_j\) and zeros elsewhere, with no bond closing a ring. The hopping \(t_j\) is the matrix element itself, of either sign or zero. Only \(t_0,\dots,t_{N-2}\) enter, although `t` is defined on all natural numbers.

```lean
/-- Hamiltonian of an open chain with site energies `e` and hopping `t j` on the bond
between sites `j` and `j + 1` (sites numbered from `0`). -/
def chain (e : Fin N → ℝ) (t : ℕ → ℝ) : Matrix (Fin N) (Fin N) ℝ :=
  Matrix.of fun i j =>
    if (i : ℕ) = j then e i
    else if (i : ℕ) + 1 = j then t i
    else if (j : ℕ) + 1 = i then t j
    else 0
```

`MirrorOdd` says \(e_{\bar j}=-e_j\): an atom raised above the zero of energy faces an equally lowered one across the centre, as in an idealised donor–acceptor chain or a uniform chain in a linear potential whose zero of energy is taken at the centre. For odd \(N\) the central energy is forced to vanish, so \(N=1\) gives \(H=(0)\). `MirrorEven` says \(t_j=t_k\) when \(j+k=N-2\), that is, mirror-image bonds carry the same hopping, sign included. Both conditions are assumed and not derived from a molecular structure.

```lean
/-- The site energies change sign under reflection of the chain. -/
def MirrorOdd (e : Fin N → ℝ) : Prop := ∀ j, e (Fin.rev j) = -e j

/-- Bonds of the `N`-site chain that are mirror images of each other carry equal hoppings. -/
def MirrorEven (N : ℕ) (t : ℕ → ℝ) : Prop := ∀ j k, j + k + 2 = N → t j = t k
```

A real \(N\times N\) matrix \(H\), not necessarily tridiagonal or symmetric, is mirror-alternant if \(H_{\bar i\bar j}=-s_is_jH_{ij}\) for all sites \(i,j\). Reflection then reverses elements over even distances, the diagonal included, and keeps those over odd distances. The pairing map \(C\) acts on a coefficient vector \(v\) by \((Cv)_j=s_jv_{\bar j}\).

```lean
/-- Under reflection, matrix elements over an even distance change sign and those over an
odd distance are unchanged. -/
def MirrorAlternant (H : Matrix (Fin N) (Fin N) ℝ) : Prop :=
  ∀ i j, H (Fin.rev i) (Fin.rev j) = -(sgn i * sgn j) * H i j

/-- The pairing map: reflect the orbital coefficients, then flip the sign on odd sites. -/
def pairing (N : ℕ) : (Fin N → ℝ) →ₗ[ℝ] (Fin N → ℝ) where
  toFun v := fun j => sgn j * v (Fin.rev j)
  map_add' v w := by
    funext j
    simp only [Pi.add_apply]
    ring
  map_smul' c v := by
    funext j
    simp only [Pi.smul_apply, smul_eq_mul, RingHom.id_apply]
    ring
```

## (a) The sign squares to one

Show that \(s_j^2=1\).

One has \((-1)^j(-1)^j=\big((-1)(-1)\big)^j=1\).

```lean
/-- The alternating sign squares to one. -/
theorem sgn_mul_self (j : Fin N) : sgn j * sgn j = 1 := by
  unfold sgn
  rw [← mul_pow]
  norm_num
```

## (b) Anticommutation

Show that \(HCv=-CHv\) for mirror-alternant \(H\) and every \(v\).

Run the sum over \(\bar j\) in place of \(j\), insert the condition, and use (a):
\[
-(CHv)_i=-s_i\sum_jH_{\bar ij}v_j=-s_i\sum_jH_{\bar i\bar j}v_{\bar j}=s_i^2\sum_jH_{ij}s_jv_{\bar j}=(HCv)_i .
\]
In Lean, `hs` is the reindexing, and `linear_combination` removes \(s_i^2\) term by term.

```lean
/-- A mirror-alternant Hamiltonian anticommutes with the pairing map. -/
theorem pairing_anticomm {H : Matrix (Fin N) (Fin N) ℝ} (hH : MirrorAlternant H)
    (v : Fin N → ℝ) : H *ᵥ pairing N v = -pairing N (H *ᵥ v) := by
  funext i
  show ∑ j, H i j * (sgn j * v (Fin.rev j)) = -(sgn i * ∑ j, H (Fin.rev i) j * v j)
  -- run the sum over the mirror images of the sites
  have hs : ∑ j, H (Fin.rev i) j * v j = ∑ j, H (Fin.rev i) (Fin.rev j) * v (Fin.rev j) :=
    (Equiv.sum_comp Fin.revPerm (fun j => H (Fin.rev i) j * v j)).symm
  rw [hs, Finset.mul_sum, ← Finset.sum_neg_distrib]
  refine Finset.sum_congr rfl fun j _ => ?_
  rw [hH i j]
  linear_combination (-(H i j * sgn j * v (Fin.rev j))) * sgn_mul_self i
```

## (c) Equal dimensions at \(E\) and \(-E\)

For real \(x\) let \(V_x=\{v:Hv=xv\}\), which is `End.eigenspace (toLin' H) x` and has dimension zero when \(x\) is not an eigenvalue. Show that \(\dim V_E=\dim V_{-E}\) for mirror-alternant \(H\) and every real \(E\).

If \(Cv=Cw\) for vectors \(v,w\), component \(\bar j\) reads \(s_{\bar j}v_j=s_{\bar j}w_j\), and multiplying by \(s_{\bar j}\) gives \(v_j=w_j\), so \(C\) is injective (`inj`). If \(Hv=xv\), then \(HCv=-C(xv)=-x\,Cv\) by (b), so \(C\) sends \(V_x\) into \(V_{-x}\) (`hmap`) and \(\dim V_x\le\dim V_{-x}\) (`le`). Taking \(x=E\) and \(x=-E\) gives both inequalities.

```lean
/-- For a mirror-alternant Hamiltonian the eigenspaces at `E` and `-E` have equal
dimension. -/
theorem MirrorAlternant.finrank_eigenspace_eq {H : Matrix (Fin N) (Fin N) ℝ}
    (hH : MirrorAlternant H) (E : ℝ) :
    finrank ℝ (End.eigenspace (toLin' H) E) = finrank ℝ (End.eigenspace (toLin' H) (-E)) := by
  have inj : Function.Injective (pairing N) := by
    intro v w h
    funext j
    have hj : sgn (Fin.rev j) * v (Fin.rev (Fin.rev j))
        = sgn (Fin.rev j) * w (Fin.rev (Fin.rev j)) := congrFun h (Fin.rev j)
    rw [Fin.rev_rev] at hj
    linear_combination sgn (Fin.rev j) * hj - (v j - w j) * sgn_mul_self (Fin.rev j)
  have le : ∀ x : ℝ, finrank ℝ (End.eigenspace (toLin' H) x)
      ≤ finrank ℝ (End.eigenspace (toLin' H) (-x)) := by
    intro x
    -- the pairing map sends level x into level -x
    have hmap : ∀ v ∈ End.eigenspace (toLin' H) x,
        pairing N v ∈ End.eigenspace (toLin' H) (-x) := by
      intro v hv
      rw [End.mem_eigenspace_iff, toLin'_apply] at hv ⊢
      rw [pairing_anticomm hH, hv, map_smul, neg_smul]
    exact LinearMap.finrank_le_finrank_of_injective (f := (pairing N).restrict hmap)
      fun a b hab => Subtype.ext (inj (congrArg Subtype.val hab))
  have back := le (-E)
  rw [neg_neg] at back
  exact le_antisymm (le E) back
```

## (d) A zero-energy vector for odd \(N\)

Part (c) says nothing at \(E=0\). Show that a mirror-alternant \(H\) with odd \(N\) has some \(v\neq0\) with \(Hv=0\).

Let \(S=\operatorname{diag}(s_j)\). The condition states that \(H\) with rows and columns reflected equals \(-SHS\), which is `h`. Permuting rows and columns alike preserves the determinant, so
\[
\det H=(-1)^N\Big(\prod_js_j\Big)^2\det H=-\det H ,
\]
where `hp` sets the squared product to one. Hence \(\det H=0\), and `Matrix.exists_mulVec_eq_zero_iff` equates this with a nonzero null vector.

```lean
/-- A mirror-alternant Hamiltonian on an odd number of sites has a nonzero zero-energy
vector. -/
theorem MirrorAlternant.exists_zero_mode {H : Matrix (Fin N) (Fin N) ℝ}
    (hH : MirrorAlternant H) (hN : Odd N) : ∃ v ≠ 0, H *ᵥ v = 0 := by
  rw [Matrix.exists_mulVec_eq_zero_iff]
  have h : H.submatrix Fin.revPerm Fin.revPerm = -(diagonal sgn * H * diagonal sgn) := by
    ext i j
    simp only [submatrix_apply, Matrix.neg_apply, Matrix.mul_diagonal, Matrix.diagonal_mul,
      Fin.revPerm_apply]
    rw [hH i j]
    ring
  -- taking determinants gives det H = -det H
  have hd := congrArg det h
  rw [det_submatrix_equiv_self, det_neg, det_mul, det_mul, det_diagonal, Fintype.card_fin,
    hN.neg_one_pow] at hd
  have hp : (∏ i : Fin N, sgn i) * (∏ i : Fin N, sgn i) = 1 := by
    rw [← Finset.prod_mul_distrib]
    exact Finset.prod_eq_one fun i _ => sgn_mul_self i
  linear_combination (1 / 2) * hd - (H.det / 2) * hp
```

## (e) Symmetry of the chain

Show that the chain matrix equals its transpose.

The diagonal is unaffected. For \(j=i+1\) both \(H_{ij}\) and \(H_{ji}\) equal \(t_i\), likewise with \(i\) and \(j\) exchanged, and otherwise both vanish. The tactic `split_ifs` lists the cases and `omega` discards the impossible ones. Symmetry makes \(H\) a legitimate Hamiltonian, but the later parts do not use it.

```lean
/-- The chain Hamiltonian is a symmetric matrix. -/
theorem chain_isSymm (e : Fin N → ℝ) (t : ℕ → ℝ) : (chain e t).IsSymm := by
  show (chain e t)ᵀ = chain e t
  ext i j
  rcases eq_or_ne i j with rfl | h
  · rfl
  · have h' : (i : ℕ) ≠ j := fun hv => h (Fin.ext hv)
    simp only [transpose_apply, chain, of_apply]
    split_ifs <;> first | rfl | (exfalso; omega)
```

## (f) The chain is mirror-alternant

Assume both mirror conditions and verify \(H_{\bar i\bar j}=-s_is_jH_{ij}\).

For \(i=j\), \(H_{\bar i\bar i}=e_{\bar i}=-e_i=-s_i^2e_i\). For \(j=i+1\), one has \(\bar j+1=\bar i\), so \(H_{\bar i\bar j}=t_{\bar j}=t_{N-2-i}=t_i\), while \(s_j=-s_i\) gives \(-s_is_j=1\). The case \(i=j+1\) is the same with the indices exchanged. Reflection preserves distance, so all remaining elements vanish on both sides. These four cases are the branches on `h0`, `h1` and `h2`, and `omega` supplies the index relations from `ri` and `rj`.

```lean
/-- Mirror-odd site energies and mirror-even hoppings make the chain mirror-alternant. -/
theorem chain_mirrorAlternant {e : Fin N → ℝ} {t : ℕ → ℝ} (he : MirrorOdd e)
    (ht : MirrorEven N t) : MirrorAlternant (chain e t) := by
  intro i j
  have hi := i.2
  have hj := j.2
  have ri : ((Fin.rev i : Fin N) : ℕ) = N - (i + 1) := Fin.val_rev i
  have rj : ((Fin.rev j : Fin N) : ℕ) = N - (j + 1) := Fin.val_rev j
  simp only [chain, of_apply]
  by_cases h0 : (i : ℕ) = j
  · -- diagonal entries
    have a : ((Fin.rev i : Fin N) : ℕ) = (Fin.rev j : Fin N) := by omega
    rw [if_pos a, if_pos h0, he i, ← Fin.ext h0, sgn_mul_self]
    ring
  have a : ¬ ((Fin.rev i : Fin N) : ℕ) = (Fin.rev j : Fin N) := by omega
  rw [if_neg a, if_neg h0]
  by_cases h1 : (i : ℕ) + 1 = j
  · -- bond from i to i + 1: neighbours have opposite signs
    have b : ¬ ((Fin.rev i : Fin N) : ℕ) + 1 = (Fin.rev j : Fin N) := by omega
    have c : ((Fin.rev j : Fin N) : ℕ) + 1 = (Fin.rev i : Fin N) := by omega
    have s : sgn j = -sgn i := by
      unfold sgn
      rw [← h1, pow_succ]
      ring
    rw [if_neg b, if_pos c, if_pos h1, ht (Fin.rev j : Fin N) i (by omega), s]
    linear_combination (-t i) * sgn_mul_self i
  by_cases h2 : (j : ℕ) + 1 = i
  · have c : ((Fin.rev i : Fin N) : ℕ) + 1 = (Fin.rev j : Fin N) := by omega
    have s : sgn i = -sgn j := by
      unfold sgn
      rw [← h2, pow_succ]
      ring
    rw [if_pos c, if_neg h1, if_pos h2, ht (Fin.rev i : Fin N) j (by omega), s]
    linear_combination (-t j) * sgn_mul_self j
  · have b : ¬ ((Fin.rev i : Fin N) : ℕ) + 1 = (Fin.rev j : Fin N) := by omega
    have c : ¬ ((Fin.rev j : Fin N) : ℕ) + 1 = (Fin.rev i : Fin N) := by omega
    rw [if_neg b, if_neg c, if_neg h1, if_neg h2, mul_zero]
```

## (g) Pairing for the chain

Show that under both mirror conditions \(\dim V_E=\dim V_{-E}\) for every \(N\) and every real \(E\).

Apply (c) to the chain by way of (f). The theorem `chain_pairing` covers finite open chains with real parameters. It does not give the values of the levels, and it does not treat rings, complex hoppings or orbital overlap.

```lean
/-- An open chain with mirror-odd site energies and mirror-even hoppings has eigenspaces of
equal dimension at `E` and `-E`, for every real `E`. -/
theorem chain_pairing {e : Fin N → ℝ} {t : ℕ → ℝ} (he : MirrorOdd e) (ht : MirrorEven N t)
    (E : ℝ) : finrank ℝ (End.eigenspace (toLin' (chain e t)) E)
      = finrank ℝ (End.eigenspace (toLin' (chain e t)) (-E)) :=
  (chain_mirrorAlternant he ht).finrank_eigenspace_eq E
```

## (h) The zero-energy level of an odd chain

Show that such a chain with odd \(N\) has a nonzero vector with \(Hv=0\).

Apply (d) by way of (f). Existence is stated, not uniqueness.

```lean
/-- An open chain with mirror-odd site energies, mirror-even hoppings and an odd number of sites has
a nonzero zero-energy vector. -/
theorem chain_zero_mode {e : Fin N → ℝ} {t : ℕ → ℝ} (he : MirrorOdd e) (ht : MirrorEven N t)
    (hN : Odd N) : ∃ v ≠ 0, chain e t *ᵥ v = 0 :=
  (chain_mirrorAlternant he ht).exists_zero_mode hN
```

## (i) A polarised trimer

Take \(e=(1,0,-1)\) and \(t_0=t_1=2\). Check both conditions and pair the levels \(\pm3\).

Reversing \(e\) gives \(-e\), and the hoppings are equal. For \(v=(2,2,1)\), \(Hv=(2+4,\,4+2,\,4-1)=3v\). Then \(Cv=(v_2,-v_1,v_0)=(1,-2,2)\), and \(HCv=(1-4,\,2+4,\,-4-2)=-3\,Cv\). The normalised orbitals are \((2,2,1)/3\) and \((1,-2,2)/3\), so the end-site weights \(4/9\) and \(1/9\) trade places. Lean writes out the matrix as `hH` and checks each component.

```lean
/-- The trimer with energies `1, 0, -1` and hoppings `2` meets both mirror conditions; the
pairing map takes `(2, 2, 1)` at energy `3` to `(1, -2, 2)` at energy `-3`. -/
theorem chain_pairing_witness :
    MirrorOdd ![(1 : ℝ), 0, -1] ∧ MirrorEven 3 (fun _ => 2) ∧
    chain ![1, 0, -1] (fun _ => 2) *ᵥ ![2, 2, 1] = (3 : ℝ) • ![2, 2, 1] ∧
    pairing 3 ![2, 2, 1] = ![1, -2, 2] ∧
    chain ![1, 0, -1] (fun _ => 2) *ᵥ ![1, -2, 2] = (-3 : ℝ) • ![1, -2, 2] := by
  have hH : chain ![1, 0, -1] (fun _ => 2) = !![1, 2, 0; 2, 0, 2; 0, 2, -1] := by
    ext i j
    fin_cases i <;> fin_cases j <;> rfl
  refine ⟨fun j => ?_, fun _ _ _ => rfl, ?_, ?_, ?_⟩
  · fin_cases j
    · show (-1 : ℝ) = -1
      rfl
    · show (0 : ℝ) = -0
      norm_num
    · show (1 : ℝ) = -(-1)
      norm_num
  · rw [hH]
    funext i
    fin_cases i <;> simp [mulVec, dotProduct, Fin.sum_univ_three] <;> norm_num
  · funext j
    fin_cases j
    · show (-1 : ℝ) ^ (0 : ℕ) * 1 = 1
      norm_num
    · show (-1 : ℝ) ^ (1 : ℕ) * 2 = -2
      norm_num
    · show (-1 : ℝ) ^ (2 : ℕ) * 2 = 2
      norm_num
  · rw [hH]
    funext i
    fin_cases i <;> simp [mulVec, dotProduct, Fin.sum_univ_three] <;> norm_num
```

## (j) Unequal hoppings can break the pairing

Take \(e=(3,0,-3)\), \(t_0=4\), \(t_1=6\). Show that \(e\) is mirror-odd, that \(1\) is a level and that \(-1\) is not.

Reversing \(e\) again gives \(-e\). For \(v=(4,-2,-3)\), normalised by \(1/\sqrt{29}\), \(Hv=(12-8,\,16-18,\,-12+9)=v\). The equation \(Hw=-w\) reads
\[
4w_0+4w_1=0,\qquad 4w_0+w_1+6w_2=0,\qquad 6w_1-2w_2=0 .
\]
So \(w_0=-w_1\) and \(w_2=3w_1\), the middle equation becomes \(15w_1=0\), and \(w=0\). The three equations are `h0`, `h1` and `h2`, and `linarith` performs the elimination. Mirror-odd energies alone therefore do not give pairing.

```lean
/-- The trimer with mirror-odd energies `3, 0, -3` and unequal hoppings `4, 6` has the
eigenvector `(4, -2, -3)` at energy `1` and no nonzero eigenvector at energy `-1`. -/
theorem unequal_hoppings_unpaired :
    MirrorOdd ![(3 : ℝ), 0, -3] ∧
    chain ![3, 0, -3] (fun j => if j = 0 then 4 else 6) *ᵥ ![4, -2, -3]
      = (1 : ℝ) • ![4, -2, -3] ∧
    ∀ w, chain ![3, 0, -3] (fun j => if j = 0 then 4 else 6) *ᵥ w = (-1 : ℝ) • w → w = 0 := by
  have hH : chain ![3, 0, -3] (fun j => if j = 0 then 4 else 6)
      = !![3, 4, 0; 4, 0, 6; 0, 6, -3] := by
    ext i j
    fin_cases i <;> fin_cases j <;> rfl
  rw [hH]
  refine ⟨fun j => ?_, ?_, fun w hw => ?_⟩
  · fin_cases j
    · show (-3 : ℝ) = -3
      rfl
    · show (0 : ℝ) = -0
      norm_num
    · show (3 : ℝ) = -(-3)
      norm_num
  · funext i
    fin_cases i <;> simp [mulVec, dotProduct, Fin.sum_univ_three] <;> norm_num
  · have h0 := congrFun hw 0
    have h1 := congrFun hw 1
    have h2 := congrFun hw 2
    simp [mulVec, dotProduct, Fin.sum_univ_three] at h0 h1 h2
    funext j
    fin_cases j <;> simp <;> linarith

end MirrorOddChain
```

```lean
#print axioms MirrorOddChain.chain_mirrorAlternant
-- 'MirrorOddChain.chain_mirrorAlternant' depends on axioms: [propext, Classical.choice, Quot.sound]
#print axioms MirrorOddChain.chain_pairing
-- 'MirrorOddChain.chain_pairing' depends on axioms: [propext, Classical.choice, Quot.sound]
#print axioms MirrorOddChain.chain_zero_mode
-- 'MirrorOddChain.chain_zero_mode' depends on axioms: [propext, Classical.choice, Quot.sound]
#print axioms MirrorOddChain.unequal_hoppings_unpaired
-- 'MirrorOddChain.unequal_hoppings_unpaired' depends on axioms: [propext, Classical.choice, Quot.sound]
```

## Sorted eigenvalues and algebraic multiplicity

The following remarks also use the diagonalisability of symmetric matrices, which the theorems above leave aside. In a non-interacting chain with both mirror conditions and even \(N\ge2\), filled with \(N\) electrons at two per orbital, the highest occupied and lowest empty levels lie at opposite energies. In a code, the ascending eigenvalues \(\varepsilon_0\le\dots\le\varepsilon_{N-1}\) should satisfy \(\varepsilon_k=-\varepsilon_{N-1-k}\) up to rounding, and a partner eigenvector comes from reversing the array and multiplying entry \(j\) by \((-1)^j\).

Stating the pairing through root multiplicities of the characteristic polynomial would count algebraic multiplicity in place of eigenspace dimension. The two counts agree for the symmetric chain, but they can differ for the non-symmetric matrices admitted in (c).
